# Palindromic products of time-reversible propagators are time-reversible

## Definitions and conventions

States are column vectors $\psi$ with complex entries labelled by a finite index type `n`, and operators are square complex matrices over the same labels, so the Hilbert space is finite-dimensional throughout.

```lean
import Mathlib

open Matrix

namespace PalindromicTimeReversal

variable {n : Type*} [Fintype n] [DecidableEq n]
```

An overbar denotes entrywise complex conjugation in this fixed basis, $(\bar A)_{ij}=\overline{A_{ij}}$, without transposition. The adjoint $A^\dagger$ is written `Aᴴ`.

```lean
/-- Entrywise complex conjugate of an operator. -/
def cj (A : Matrix n n ℂ) : Matrix n n ℂ := A.map (starRingEnd ℂ)
```

Time reversal is the antilinear map $\Theta\psi=U\bar\psi$ for a given matrix $U$. In Lean `star ψ` is $\bar\psi$ and `*ᵥ` is the matrix-vector product.

```lean
/-- The antilinear time-reversal map `Θ ψ = U conj(ψ)` on state vectors. -/
def theta (U : Matrix n n ℂ) (ψ : n → ℂ) : n → ℂ := U *ᵥ star ψ
```

A matrix $W$ is called reversible for $U$ when $U\bar W=W^\dagger U$.

```lean
/-- A propagator `W` is reversible for `U` when `U conj(W) = W† U`. -/
def Reversible (U W : Matrix n n ℂ) : Prop := U * cj W = Wᴴ * U
```

A sequence $W_1,\dots,W_m$ is a Lean list `L`, and `L.prod` is $F=W_1W_2\cdots W_m$, so $W_m$ acts on a state first. The empty list has product $1$. The product in the opposite order, $F^{\rm rev}=W_m\cdots W_1$, is `L.reverse.prod`.

## Each factor is reversible

Since $\overline{W\psi}=\bar W\bar\psi$, the condition gives $\Theta W\psi=U\bar W\bar\psi=W^\dagger U\bar\psi=W^\dagger\Theta\psi$: time reversal turns the step $W$ into its adjoint, which for unitary $W$ is the inverse step. The physical source is a Hermitian Hamiltonian $H$ with $U\bar H=HU$ acting for a real time $t$: for $W=e^{-iHt}$ one has $U\bar W=Ue^{i\bar Ht}=e^{iHt}U=W^\dagger U$. The file contains no exponentials, and reversibility of each factor is assumed, not derived from a Hamiltonian. For $U=1$ it says $\bar W=W^\dagger$, that is, $W$ is a symmetric matrix.

By hand, one first notes that conjugation keeps the order of a product, $(\overline{AB})_{ij}=\sum_l\overline{A_{il}}\,\overline{B_{lj}}=(\bar A\bar B)_{ij}$ for matrices $A$ and $B$.

```lean
omit [DecidableEq n] in
/-- Entrywise conjugation of a product is the product of the conjugates, in the same order. -/
theorem cj_mul (A B : Matrix n n ℂ) : cj (A * B) = cj A * cj B := by
  ext i j
  simp [cj, Matrix.mul_apply]
```

Then $U$ is moved to the right through one factor at a time, each move using the hypothesis once:
$$U\bar W_1\bar W_2\cdots\bar W_m=W_1^\dagger U\bar W_2\cdots\bar W_m=\dots=W_1^\dagger W_2^\dagger\cdots W_m^\dagger U=(W_m\cdots W_1)^\dagger U .$$
The last equality holds because the adjoint reverses order. The result is $U\bar F=(F^{\rm rev})^\dagger U$.

```lean
/-- For reversible factors, `U conj(W₁ ⋯ Wₘ) = (Wₘ ⋯ W₁)† U`: the adjoint of the product
taken in reverse order appears. -/
theorem reverse_prod (U : Matrix n n ℂ) (L : List (Matrix n n ℂ))
    (h : ∀ W ∈ L, Reversible U W) :
    U * cj L.prod = (L.reverse.prod)ᴴ * U := by
  induction L with
  | nil =>
    have h1 : cj (1 : Matrix n n ℂ) = 1 := by
      ext i j
      by_cases hij : i = j <;> simp [cj, Matrix.one_apply, hij]
    simp [h1]
  | cons W L ih =>
    have hW : U * cj W = Wᴴ * U := h W (by simp)
    have hL := ih (fun V hV => h V (by simp [hV]))
    have hr : (W :: L).reverse.prod = L.reverse.prod * W := by simp
    -- move `U` through the first factor, then through the rest
    rw [hr, List.prod_cons, cj_mul, conjTranspose_mul, ← mul_assoc, hW, mul_assoc, hL,
      ← mul_assoc]
```

The proof is an induction on the list. For the empty list, `h1` shows $\bar 1=1$ and both sides equal $U$. For a list with first element $W$ and remaining product $P$, the final `rw` chain is
$$U\,\overline{WP}=U\bar W\bar P=W^\dagger U\bar P=W^\dagger(P^{\rm rev})^\dagger U=(P^{\rm rev}W)^\dagger U,$$
where `hW` is the hypothesis `h` applied to $W$, `hL` is the induction hypothesis, and `hr` identifies $P^{\rm rev}W$ as the reversed product. No unitarity enters. Without the hypothesis the conclusion of the next theorem already fails for $m=1$: a one-element list reads the same both ways, and the claim about its product is the reversibility of that element.

## The list is a palindrome

The hypothesis `L.reverse = L` says $W_j=W_{m+1-j}$ as matrices for $j=1,\dots,m$: the protocol is the same when read backwards in time. By hand it is used once, to put $F^{\rm rev}=F$, which turns the identity above into $U\bar F=F^\dagger U$. The proof does the same with `rw [hp] at h1`.

```lean
/-- The product of a palindromic list of reversible propagators is reversible. -/
theorem palindrome_reversible (U : Matrix n n ℂ) (L : List (Matrix n n ℂ))
    (h : ∀ W ∈ L, Reversible U W) (hp : L.reverse = L) : Reversible U L.prod := by
  have h1 := reverse_prod U L h
  rw [hp] at h1
  exact h1
```

## Each factor is unitary

Unitarity means that each step conserves probability and that its adjoint undoes it. A product of unitaries is unitary, so $FF^\dagger=1$, and for every state
$$F\,\Theta F\psi=FU\bar F\bar\psi=FF^\dagger U\bar\psi=\Theta\psi .$$
Running the protocol, reversing, and running it again returns the time-reversed initial state.

```lean
/-- The product `F` of a palindromic list of unitary reversible propagators is unitary,
satisfies `U conj(F) = F† U`, and obeys `F Θ F ψ = Θ ψ` for every state `ψ`. -/
theorem palindrome_time_reversal (U : Matrix n n ℂ) (L : List (Matrix n n ℂ))
    (hu : ∀ W ∈ L, W ∈ Matrix.unitaryGroup n ℂ)
    (h : ∀ W ∈ L, Reversible U W) (hp : L.reverse = L) :
    L.prod ∈ Matrix.unitaryGroup n ℂ ∧ U * cj L.prod = L.prodᴴ * U ∧
      ∀ ψ, L.prod *ᵥ theta U (L.prod *ᵥ ψ) = theta U ψ := by
  have hF : L.prod ∈ Matrix.unitaryGroup n ℂ := Submonoid.list_prod_mem _ hu
  have hR : U * cj L.prod = L.prodᴴ * U := palindrome_reversible U L h hp
  refine ⟨hF, hR, fun ψ => ?_⟩
  have hFF : L.prod * L.prodᴴ = 1 := by
    have := Matrix.mem_unitaryGroup_iff.mp hF
    rwa [star_eq_conjTranspose] at this
  -- conj(F ψ) = conj(F) conj(ψ)
  have hc : star (L.prod *ᵥ ψ) = cj L.prod *ᵥ star ψ := by
    ext i
    simp [cj, Matrix.mulVec, dotProduct]
  have key : L.prod * (U * cj L.prod) = U := by
    rw [hR, ← mul_assoc, hFF, one_mul]
  unfold theta
  rw [hc, Matrix.mulVec_mulVec, Matrix.mulVec_mulVec, mul_assoc, key]
```

The theorem has three conclusions: $F$ is unitary, $U\bar F=F^\dagger U$, and $F\Theta F\psi=\Theta\psi$ for all $\psi$, normalised or not. The hypothesis `hu` is used in `hF`, through closure of the unitary matrices under products, and from there in `hFF`, which is $FF^\dagger=1$. The step `hc` is $\overline{F\psi}=\bar F\bar\psi$, and `key` is the matrix identity $FU\bar F=U$ that carries the displayed line. The second conclusion comes from `palindrome_reversible` and is independent of `hu`. The other two fail without it: in dimension one with $U=1$, the number $W=2$ is reversible, yet $W\Theta W\psi=4\bar\psi$. Nothing at all is assumed about $U$ here, so the statement includes unitary $U$ with either sign of $\Theta^2$; it says nothing about quasi-energies or Kramers pairs.

## Protocols that supply the palindrome

A symmetric periodic drive made of finitely many pulses consists of a sequence, a middle pulse $M$, and the sequence reversed. Its one-period (Floquet) propagator is $W_1\cdots W_m\,M\,W_m\cdots W_1$. The proof applies `palindrome_reversible` to `L ++ [M] ++ L.reverse`, checks reversibility for the three possible origins of an element, and splits the product back into three factors.

```lean
/-- A symmetric drive, made of a sequence of reversible pulses, a reversible middle pulse `M`
and the same sequence in reverse order, has a reversible one-period propagator. -/
theorem symmetric_drive (U M : Matrix n n ℂ) (L : List (Matrix n n ℂ))
    (h : ∀ W ∈ L, Reversible U W) (hM : Reversible U M) :
    Reversible U (L.prod * M * L.reverse.prod) := by
  have h1 := palindrome_reversible U (L ++ [M] ++ L.reverse) (by
    intro W hW
    simp only [List.mem_append, List.mem_singleton, List.mem_reverse] at hW
    rcases hW with (hW | hW) | hW
    · exact h W hW
    · rw [hW]; exact hM
    · exact h W hW) (by simp)
  rwa [List.prod_append, List.prod_append, List.prod_singleton] at h1
```

A Strang step is $ABA$, the case of the one-element list $[A]$ with $M=B$; this is `hS`. For a natural number $k$, a list of $k$ equal steps is again a palindrome, and `h2` gives reversibility of $(ABA)^k$, including $k=0$.

```lean
/-- For reversible `A` (half step) and `B` (full step), any number `k` of Strang steps
`A B A` gives a reversible propagator. -/
theorem strang_steps (U A B : Matrix n n ℂ) (hA : Reversible U A) (hB : Reversible U B)
    (k : ℕ) : Reversible U ((A * B * A) ^ k) := by
  have hS : Reversible U (A * B * A) := by
    have h1 := symmetric_drive U B [A] (by
      intro W hW
      rw [List.mem_singleton.mp hW]; exact hA) hB
    simpa using h1
  -- `k` equal steps form a palindrome
  have h2 := palindrome_reversible U (List.replicate k (A * B * A)) (by
    intro W hW
    rw [List.eq_of_mem_replicate hW]; exact hS) (by simp)
  rwa [List.prod_replicate] at h2
```

In split-operator propagation on a finite grid, where $A$ would be a half step of one part of the Hamiltonian and $B$ a full step of the other, this says that the discrete propagator is exactly reversible at any step size for which $A$ and $B$ are. Both theorems conclude reversibility only and assume no unitarity. Step size, order of accuracy and continuously varying drives do not appear in them.

## Without the palindrome, and unitarity of $U$

For the two-element list $[A,B]$ of reversible matrices the general identity reads $U\,\overline{AB}=(BA)^\dagger U$. The Lie–Trotter step $AB$ is therefore reversible exactly when $(BA)^\dagger U=(AB)^\dagger U$. If $A$ and $B$ commute this is immediate. Conversely, multiplying on the right by $U^\dagger$ and using $UU^\dagger=1$ gives $(BA)^\dagger=(AB)^\dagger$, and taking adjoints gives $AB=BA$.

```lean
/-- For unitary `U` and reversible `A`, `B`, the Lie-Trotter step `A B` is reversible
exactly when `A` and `B` commute. -/
theorem trotter_reversible_iff (U A B : Matrix n n ℂ) (hU : U ∈ Matrix.unitaryGroup n ℂ)
    (hA : Reversible U A) (hB : Reversible U B) :
    Reversible U (A * B) ↔ A * B = B * A := by
  have hA' : U * cj A = Aᴴ * U := hA
  have hB' : U * cj B = Bᴴ * U := hB
  have h1 : U * cj (A * B) = (B * A)ᴴ * U := by
    rw [cj_mul, conjTranspose_mul, ← mul_assoc, hA', mul_assoc, hB', ← mul_assoc]
  have hUU : U * star U = 1 := Matrix.mem_unitaryGroup_iff.mp hU
  unfold Reversible
  rw [h1]
  constructor
  · intro h
    -- cancel `U` on the right, then undo the adjoint
    have h2 : (B * A)ᴴ = (A * B)ᴴ := by
      calc (B * A)ᴴ = (B * A)ᴴ * U * star U := by rw [mul_assoc, hUU, mul_one]
        _ = (A * B)ᴴ * U * star U := by rw [h]
        _ = (A * B)ᴴ := by rw [mul_assoc, hUU, mul_one]
    have h3 := congrArg conjTranspose h2
    rw [conjTranspose_conjTranspose, conjTranspose_conjTranspose] at h3
    exact h3.symm
  · intro h
    rw [h]
```

Here `h1` is the two-factor identity, `h2` cancels $U$, and `h3` removes the adjoints. Physically, unitarity of $U$ makes $\Theta$ antiunitary, so that it preserves transition probabilities. In the proof `hU` is used only for `hUU`, the right inverse needed in `h2`. With $U=0$ every matrix is reversible, and the equivalence fails for any non-commuting pair. The theorem also shows that the palindrome is a sufficient condition and not a necessary one: commuting $A\ne B$ give a reversible product.

## A non-commuting example

With the Pauli matrices $\sigma_x,\sigma_y,\sigma_z$, rows and columns labelled $0,1$, the file defines $i\sigma_y$, $i\sigma_x$ and $\sigma_x$.

```lean
/-- The spin-1/2 matrix `i σ_y`. -/
def iSy : Matrix (Fin 2) (Fin 2) ℂ := !![0, 1; -1, 0]

/-- The spin-1/2 matrix `i σ_x`. -/
def iSx : Matrix (Fin 2) (Fin 2) ℂ := !![0, Complex.I; Complex.I, 0]

/-- The Pauli matrix `σ_x`. -/
def sX : Matrix (Fin 2) (Fin 2) ℂ := !![0, 1; 1, 0]
```

Take $U=\sigma_x$. For $W=i\sigma_x$, both $U\bar W$ and $W^\dagger U$ equal $-i\cdot 1$. The matrix $W=i\sigma_y$ is real, and $U\bar W=i\sigma_x\sigma_y=-i\sigma_y\sigma_x=W^\dagger U$. The $(0,0)$ entry of $(i\sigma_x)(i\sigma_y)$ is $-i$ and that of $(i\sigma_y)(i\sigma_x)$ is $+i$. The proof checks the first five claims entry by entry and compares imaginary parts of the $(0,0)$ entries for the last.

```lean
/-- The matrices `i σ_y`, `i σ_x`, `σ_x` are unitary; `i σ_x` and `i σ_y` are reversible
for `U = σ_x` and do not commute. -/
theorem pauli_witness :
    iSy ∈ Matrix.unitaryGroup (Fin 2) ℂ ∧ iSx ∈ Matrix.unitaryGroup (Fin 2) ℂ ∧
      sX ∈ Matrix.unitaryGroup (Fin 2) ℂ ∧ Reversible sX iSx ∧ Reversible sX iSy ∧
      iSx * iSy ≠ iSy * iSx := by
  refine ⟨?_, ?_, ?_, ?_, ?_, ?_⟩
  · rw [Matrix.mem_unitaryGroup_iff, star_eq_conjTranspose]
    ext i j
    fin_cases i <;> fin_cases j <;>
      simp [iSy, Matrix.mul_apply, Fin.sum_univ_two, conjTranspose_apply]
  · rw [Matrix.mem_unitaryGroup_iff, star_eq_conjTranspose]
    ext i j
    fin_cases i <;> fin_cases j <;>
      simp [iSx, Matrix.mul_apply, Fin.sum_univ_two, conjTranspose_apply]
  · rw [Matrix.mem_unitaryGroup_iff, star_eq_conjTranspose]
    ext i j
    fin_cases i <;> fin_cases j <;>
      simp [sX, Matrix.mul_apply, Fin.sum_univ_two, conjTranspose_apply]
  · unfold Reversible
    ext i j
    fin_cases i <;> fin_cases j <;>
      simp [cj, sX, iSx, Matrix.mul_apply, Fin.sum_univ_two, conjTranspose_apply]
  · unfold Reversible
    ext i j
    fin_cases i <;> fin_cases j <;>
      simp [cj, sX, iSy, Matrix.mul_apply, Fin.sum_univ_two, conjTranspose_apply]
  · intro h
    have h1 := congrArg Complex.im (congrFun (congrFun h 0) 0)
    norm_num [iSx, iSy, Matrix.mul_apply, Fin.sum_univ_two] at h1

end PalindromicTimeReversal
```

```lean
#print axioms PalindromicTimeReversal.palindrome_time_reversal
#print axioms PalindromicTimeReversal.strang_steps
#print axioms PalindromicTimeReversal.trotter_reversible_iff
```

```
'PalindromicTimeReversal.palindrome_time_reversal' depends on axioms: [propext, Classical.choice, Quot.sound]
'PalindromicTimeReversal.strang_steps' depends on axioms: [propext, Classical.choice, Quot.sound]
'PalindromicTimeReversal.trotter_reversible_iff' depends on axioms: [propext, Classical.choice, Quot.sound]
```

With $A=i\sigma_x$ and $B=i\sigma_y$, `strang_steps` makes $ABA$ reversible for $\sigma_x$ and `trotter_reversible_iff` shows that $AB$ is not.

## An easy mistake

It is tempting to run the same example with the spin-1/2 time reversal $U=i\sigma_y$, for which $\Theta^2=-1$, and with spin rotations as pulses. That choice fails. For $W=i\sigma_x$ one finds $U\bar W=\sigma_y\sigma_x$ but $W^\dagger U=\sigma_x\sigma_y=-\sigma_y\sigma_x$. This $\Theta$ flips all three spin components, so a Zeeman Hamiltonian obeys $U\bar H=-HU$, and its propagator satisfies $U\bar W=WU$ with no adjoint: it commutes with $\Theta$ instead of being inverted by it. The example in the file has $\Theta^2=U\bar U=\sigma_x^2=+1$ and is not the Kramers case. These sign computations and the counterexamples $W=2$ and $U=0$ are written out here only and were not put through Lean.
